# Parity splits the six-state Pauli–Fierz matrix of H₂ into two three-state blocks

Couple an H₂ molecule to one cavity mode, keep the singlet configurations gg, gu and uu, and allow at most one photon. If the electronic energy matrix does not mix gu with gg or uu, and the dipole matrix has no nonzero elements except those between gu and gg or uu, the characteristic polynomial of the six-state Hamiltonian is the product of those of two 3 by 3 blocks. One block contains gg,0; gu,1; uu,0, and the other gg,1; gu,0; uu,1, where the number counts photons.

The labels g and u give the inversion symmetry of the two occupied orbitals, so gg and uu are even and gu is odd. Within this three-configuration, one-mode model, the blocks can be diagonalised separately, and a QED coupled-cluster or configuration-interaction ansatz that keeps the symmetry of gg,0 needs only gu,1 and uu,0 in addition.

## Sorting the six states

Number gg, gu, uu as 0, 1, 2. Let $E$ be the real symmetric electronic energy matrix and $D$ the real symmetric dipole matrix along the cavity polarisation, with the light-matter coupling strength already included. Inversion symmetry gives $E_{01}=E_{12}=0$ and $D_{00}=D_{11}=D_{22}=D_{02}=0$. Write $r=D_{01}$ and $s=D_{12}$. Then

$$
D=\begin{pmatrix}0&r&0\\r&0&s\\0&s&0\end{pmatrix},\qquad
D^2=\begin{pmatrix}r^2&0&rs\\0&r^2+s^2&0\\rs&0&s^2\end{pmatrix}.
$$

Set $A=E+D^2/2$, where the second term is the dipole self-energy. With photon energy $\omega$ and a coupling factor $g$, which is a number and not the orbital label g, the Hamiltonian is

$$
H=\begin{pmatrix}A&gD\\gD&A+\omega I\end{pmatrix}.
$$

Take one state from gg,0; gu,1; uu,0 and one from gg,1; gu,0; uu,1. If their photon numbers agree, the matrix element is $A_{01}$ or $A_{12}$, up to transposition, and both vanish. If the photon numbers differ, it is $g$ times $D_{00}$, $D_{11}$, $D_{22}$ or $D_{02}$, again up to transposition, and these vanish too. Exchanging the positions of gu,0 and gu,1 therefore makes $H$ block diagonal, with blocks $B(0,\omega)$ and $B(\omega,0)$, where

$$
B(a,b)=\begin{pmatrix}
E_{00}+\frac{r^2}{2}+a&gr&E_{02}+\frac{rs}{2}\\
gr&E_{11}+\frac{r^2+s^2}{2}+b&gs\\
E_{02}+\frac{rs}{2}&gs&E_{22}+\frac{s^2}{2}+a
\end{pmatrix}.
$$

Here $a$ is the photon energy attached to gg and uu, and $b$ the one attached to gu. Relabelling the basis does not change a characteristic polynomial, and the determinant of a block-diagonal matrix is the product of its blocks' determinants:

$$
\det(xI-H)=\det(xI-B(0,\omega))\,\det(xI-B(\omega,0)).
$$

At $\omega=0$ both factors are $\det(xI-B(0,0))$, so the product is a square.

The same sorting works for any finite set of configurations with parities $p_i=\pm1$ and any photon cutoff $N$, provided that $E$ conserves electronic parity and $D$ reverses it. Give configuration $i$ with $n$ photons the combined parity $p_i(-1)^n$. If $p_i\ne p_j$, each term of $(D^2)_{ij}=\sum_k D_{ik}D_{kj}$ vanishes, because $k$ shares its parity with $i$ or with $j$. Thus $D^2$ conserves electronic parity, as $E$ does. The coupling term reverses the electronic parity and changes $n$ by one, which leaves the combined parity unchanged. Ordering the states by combined parity again factorises the determinant.

## An example with integer levels

Take $E_{00}=E_{22}=0$, $E_{11}=2$, $E_{02}=-1$, $r=s=\sqrt2$, $g=2$ and $\omega=3$, values chosen for simple roots and not for realism. In H₂ itself $E_{02}$ is an exchange integral, which is positive when $r$ and $s$ have the same sign. The blocks are

$$
B(0,3)=\begin{pmatrix}1&2\sqrt2&0\\2\sqrt2&7&2\sqrt2\\0&2\sqrt2&1\end{pmatrix},\qquad
B(3,0)=\begin{pmatrix}4&2\sqrt2&0\\2\sqrt2&4&2\sqrt2\\0&2\sqrt2&4\end{pmatrix}.
$$

Expanding the determinants gives

$$
(x-1)\big[(x-1)(x-7)-16\big]=(x+1)(x-1)(x-9)
$$

and

$$
(x-4)\big[(x-4)^2-16\big]=x(x-4)(x-8).
$$

The six levels are $-1,0,1,4,8,9$. Their sum, 21, agrees with the trace $2\cdot6+3\cdot3$ of $H$. The two lowest levels belong to different blocks.

## The Hamiltonian in Lean

The type `c` is any finite set of electronic configurations.

```lean
import Mathlib

open Matrix
open scoped Kronecker

namespace PauliFierzParity

noncomputable section

variable {c : Type*} [Fintype c] [DecidableEq c]
```

Photon numbers run from 0 to `N`, so they are elements of `Fin (N + 1)`. The field matrix has the usual elements $\sqrt m$ between $m-1$ and $m$ photons, and the number matrix is diagonal. In the expression `b + b†`, the letter `b` is the photon annihilation operator and not the photon energy in $B(a,b)$.

```lean
/-- The field matrix `b + b†` of one cavity mode, truncated to at most `N` photons. -/
def photonField (N : ℕ) : Matrix (Fin (N + 1)) (Fin (N + 1)) ℝ :=
  Matrix.of fun n m =>
    if (n : ℕ) + 1 = m then √((m : ℕ) : ℝ)
    else if (m : ℕ) + 1 = n then √((n : ℕ) : ℝ) else 0

/-- The photon number matrix, truncated to at most `N` photons. -/
def photonNumber (N : ℕ) : Matrix (Fin (N + 1)) (Fin (N + 1)) ℝ :=
  Matrix.diagonal fun n => ((n : ℕ) : ℝ)
```

A state is a pair in `c × Fin (N + 1)`, and `⊗ₖ` is the Kronecker product of an electronic matrix with a photon matrix.

```lean
/-- The Pauli-Fierz Hamiltonian with at most `N` photons: electronic energy `E`, dipole
self-energy `D²/2`, photon energy `ω` per quantum, and bilinear coupling `g D (b + b†)`. -/
def pauliFierz (N : ℕ) (E D : Matrix c c ℝ) (g ω : ℝ) :
    Matrix (c × Fin (N + 1)) (c × Fin (N + 1)) ℝ :=
  (E + (1 / 2 : ℝ) • D ^ 2) ⊗ₖ (1 : Matrix (Fin (N + 1)) (Fin (N + 1)) ℝ)
    + ω • ((1 : Matrix c c ℝ) ⊗ₖ photonNumber N) + g • (D ⊗ₖ photonField N)
```

The letter $g$ often denotes a complete coupling energy; here it only multiplies `D`. In the usual length-gauge form, in atomic units, its magnitude is $\sqrt{\omega/2}$, but the theorems allow any real `g` and `ω`. The constant zero-point energy is omitted. The self-energy uses the square of the finite matrix `D`, which in general differs from the matrix of the squared dipole operator.

Parities are elements of `ℤˣ`, the integer units, which are exactly $1$ and $-1$.

```lean
/-- The combined parity of a configuration with `n` photons: its electronic parity
times `(-1)^n`. -/
def combinedParity {N : ℕ} (p : c → ℤˣ) (a : c × Fin (N + 1)) : ℤˣ :=
  p a.1 * (-1) ^ (a.2 : ℕ)
```

The next two definitions are the matrices $H$ and $B(a,b)$ from the derivation. The sum type `c ⊕ c` holds the zero-photon configurations on the left (`Sum.inl`) and the one-photon configurations on the right (`Sum.inr`).

```lean
/-- The Hamiltonian written as a two by two block matrix over the zero-photon and the
one-photon configurations. -/
def zeroOnePhoton (E D : Matrix c c ℝ) (g ω : ℝ) : Matrix (c ⊕ c) (c ⊕ c) ℝ :=
  Matrix.fromBlocks (E + (1 / 2 : ℝ) • D ^ 2) (g • D)
    (g • D) (E + (1 / 2 : ℝ) • D ^ 2 + ω • (1 : Matrix c c ℝ))

/-- A 3 by 3 block for H2 in the order gg, gu, uu, where gg and uu carry the photon
energy `a` and gu carries the photon energy `b`. -/
def h2Block (E D : Matrix (Fin 3) (Fin 3) ℝ) (g a b : ℝ) : Matrix (Fin 3) (Fin 3) ℝ :=
  !![E 0 0 + D 0 1 ^ 2 / 2 + a, g * D 0 1, E 0 2 + D 0 1 * D 1 2 / 2;
     g * D 0 1, E 1 1 + (D 0 1 ^ 2 + D 1 2 ^ 2) / 2 + b, g * D 1 2;
     E 0 2 + D 0 1 * D 1 2 / 2, g * D 1 2, E 2 2 + D 1 2 ^ 2 / 2 + a]
```

## The selection rule at any photon cutoff

The hypothesis `hE` says that `E` conserves electronic parity, and `hD` that `D` reverses it. Neither matrix has to be symmetric here.

```lean
/-- Selection rule: if `E` conserves electronic parity and `D` reverses it, the Pauli-Fierz
Hamiltonian has no matrix element between states of different combined parity. -/
theorem selection_rule {N : ℕ} (E D : Matrix c c ℝ) (g ω : ℝ) (p : c → ℤˣ)
    (hE : ∀ i j, p i ≠ p j → E i j = 0) (hD : ∀ i j, p i = p j → D i j = 0)
    (a b : c × Fin (N + 1)) (h : combinedParity p a ≠ combinedParity p b) :
    pauliFierz N E D g ω a b = 0 := by
  obtain ⟨i, n⟩ := a
  obtain ⟨j, m⟩ := b
  simp only [combinedParity] at h
  have third : ∀ x y z : ℤˣ, x ≠ y → x ≠ z → z = y := by decide
  have opposite : ∀ x y : ℤˣ, x ≠ y → x = -y := by decide
  -- the electronic part, including the self-energy, conserves both parities
  have h1 : (E + (1 / 2 : ℝ) • D ^ 2) i j
      * (1 : Matrix (Fin (N + 1)) (Fin (N + 1)) ℝ) n m = 0 := by
    by_cases hnm : n = m
    · subst hnm
      have hp : p i ≠ p j := fun e => h (by rw [e])
      have hDD : (D ^ 2) i j = 0 := by
        rw [sq, Matrix.mul_apply]
        refine Finset.sum_eq_zero fun k _ => ?_
        by_cases hk : p i = p k
        · rw [hD i k hk, zero_mul]
        · rw [hD k j (third _ _ _ hp hk), mul_zero]
      rw [Matrix.add_apply, Matrix.smul_apply, hE i j hp, hDD]
      simp
    · rw [Matrix.one_apply_ne hnm, mul_zero]
  -- the photon energy is diagonal
  have h2 : (1 : Matrix c c ℝ) i j * photonNumber N n m = 0 := by
    by_cases hij : i = j
    · subst hij
      have hnm : n ≠ m := fun e => h (by rw [e])
      rw [photonNumber, Matrix.diagonal_apply_ne _ hnm, mul_zero]
    · rw [Matrix.one_apply_ne hij, zero_mul]
  -- the coupling reverses both parities at once
  have h3 : D i j * photonField N n m = 0 := by
    by_cases hp : p i = p j
    · rw [hD i j hp, zero_mul]
    · have hop := opposite _ _ hp
      have e1 : ¬ ((n : ℕ) + 1 = m) := fun e => h (by rw [hop, ← e, pow_succ]; simp)
      have e2 : ¬ ((m : ℕ) + 1 = n) := fun e => h (by rw [hop, ← e, pow_succ]; simp)
      simp [photonField, e1, e2]
  change (E + (1 / 2 : ℝ) • D ^ 2) i j
      * (1 : Matrix (Fin (N + 1)) (Fin (N + 1)) ℝ) n m
    + ω * ((1 : Matrix c c ℝ) i j * photonNumber N n m)
    + g * (D i j * photonField N n m) = 0
  rw [h1, h2, h3]
  simp
```

The proof shows that each of the three terms of the Hamiltonian vanishes. In `h1`, equal photon numbers force different electronic parities, and the sum for $D^2$ vanishes term by term as above. In `h2`, the photon energy is diagonal in both indices. In `h3`, a nonzero dipole element needs opposite electronic parities, and a photon step of one would then make the combined parities equal, against the assumption.

The factorisation follows. `toSquareBlock` restricts the Hamiltonian to the states with a given combined parity. A block may be empty, for instance when $N=0$ and all configurations are even; its characteristic polynomial is then 1.

```lean
/-- For any photon cutoff, if `E` conserves electronic parity and `D` reverses it, the
characteristic polynomial is the product of those of the two combined-parity blocks. -/
theorem charpoly_eq_mul_parity_blocks (N : ℕ) (E D : Matrix c c ℝ) (g ω : ℝ) (p : c → ℤˣ)
    (hE : ∀ i j, p i ≠ p j → E i j = 0) (hD : ∀ i j, p i = p j → D i j = 0) :
    (pauliFierz N E D g ω).charpoly =
      ((pauliFierz N E D g ω).toSquareBlock (combinedParity p) 1).charpoly
      * ((pauliFierz N E D g ω).toSquareBlock (combinedParity p) (-1)).charpoly := by
  have hT : (pauliFierz N E D g ω).charmatrix.BlockTriangular (combinedParity p) := by
    intro a b hab
    have hne : a ≠ b := fun e => hab.ne (by rw [e])
    rw [Matrix.charmatrix_apply_ne _ _ _ hne,
      selection_rule E D g ω p hE hD a b hab.ne']
    simp
  have hu : (Finset.univ : Finset ℤˣ) = {1, -1} := by decide
  simp only [Matrix.charpoly, Matrix.charmatrix_toSquareBlock]
  rw [hT.det_fintype, hu, Finset.prod_pair (by decide)]
```

The statement `hT` applies the selection rule to the characteristic matrix $xI-H$. Block triangularity is enough for the determinant to be a product over parity values, and `hu` lists these values as $1$ and $-1$.

## The two blocks of H₂

At $N=1$ the general Hamiltonian is the two by two block matrix, once pairs are relabelled by photon number. The proof compares entries.

```lean
/-- With at most one photon, the Pauli-Fierz Hamiltonian is the two by two block matrix
over the zero-photon and one-photon configurations. -/
theorem pauliFierz_one_photon (E D : Matrix c c ℝ) (g ω : ℝ) :
    (pauliFierz 1 E D g ω).submatrix
      (Sum.elim (fun i => (i, 0)) (fun i => (i, 1)))
      (Sum.elim (fun i => (i, 0)) (fun i => (i, 1))) = zeroOnePhoton E D g ω := by
  ext (i | i) (j | j) <;>
    simp [pauliFierz, zeroOnePhoton, photonField, photonNumber, Matrix.kroneckerMap_apply]
```

For H₂ the symmetry enters as the list of vanishing elements. Deriving these zeros from the orbitals of the real molecule, with the dipole origin at the bond midpoint, is the step left to the physics.

```lean
/-- For H2 with real symmetric `E` and `D`, where `E` does not mix gu with gg or uu and `D`
only connects gu with gg and uu, exchanging the labels of gu with zero and with one photon
makes the Hamiltonian block diagonal. -/
theorem h2_block_diagonal (E D : Matrix (Fin 3) (Fin 3) ℝ) (g ω : ℝ)
    (hE : E.IsSymm) (hD : D.IsSymm) (hE01 : E 0 1 = 0) (hE12 : E 1 2 = 0)
    (hD00 : D 0 0 = 0) (hD11 : D 1 1 = 0) (hD22 : D 2 2 = 0) (hD02 : D 0 2 = 0) :
    (zeroOnePhoton E D g ω).submatrix
      (Equiv.swap (Sum.inl 1) (Sum.inr 1)) (Equiv.swap (Sum.inl 1) (Sum.inr 1)) =
      Matrix.fromBlocks (h2Block E D g 0 ω) 0 0 (h2Block E D g ω 0) := by
  have e10 : E 1 0 = 0 := (hE.apply 0 1).trans hE01
  have e21 : E 2 1 = 0 := (hE.apply 1 2).trans hE12
  have e20 : E 2 0 = E 0 2 := hE.apply 0 2
  have d10 : D 1 0 = D 0 1 := hD.apply 0 1
  have d21 : D 2 1 = D 1 2 := hD.apply 1 2
  have d20 : D 2 0 = 0 := (hD.apply 0 2).trans hD02
  ext (i | i) (j | j) <;> fin_cases i <;> fin_cases j <;>
    simp [zeroOnePhoton, h2Block, Equiv.swap_apply_def, sq, Matrix.mul_apply,
      Fin.sum_univ_three, hE01, hE12, hD00, hD11, hD22, hD02, e10, e21, e20, d10, d21, d20] <;>
    ring
```

The map `Equiv.swap (Sum.inl 1) (Sum.inr 1)` exchanges gu,0 and gu,1. Symmetry first supplies the elements below the diagonal; `fin_cases` then runs through all 36 entries, which `simp` and `ring` compare with the explicit blocks.

```lean
/-- For H2 with real symmetric `E` and `D`, where `E` does not mix gu with gg or uu and `D`
only connects gu with gg and uu, the zero/one-photon characteristic polynomial is the product
of those of the blocks (gg,0; gu,1; uu,0) and (gg,1; gu,0; uu,1). -/
theorem h2_charpoly (E D : Matrix (Fin 3) (Fin 3) ℝ) (g ω : ℝ)
    (hE : E.IsSymm) (hD : D.IsSymm) (hE01 : E 0 1 = 0) (hE12 : E 1 2 = 0)
    (hD00 : D 0 0 = 0) (hD11 : D 1 1 = 0) (hD22 : D 2 2 = 0) (hD02 : D 0 2 = 0) :
    (zeroOnePhoton E D g ω).charpoly =
      (h2Block E D g 0 ω).charpoly * (h2Block E D g ω 0).charpoly := by
  rw [← Matrix.charpoly_reindex (Equiv.swap (Sum.inl 1) (Sum.inr 1)) (zeroOnePhoton E D g ω),
    Matrix.reindex_apply, Equiv.symm_swap,
    h2_block_diagonal E D g ω hE hD hE01 hE12 hD00 hD11 hD22 hD02,
    Matrix.charpoly_fromBlocks_zero₁₂]
```

This proof uses the explicit relabelling and not the general parity theorem. `Matrix.charpoly_reindex` states that the relabelling preserves the characteristic polynomial, and `Matrix.charpoly_fromBlocks_zero₁₂` splits that of the block matrix.

Setting the photon energy to zero makes the two factors equal.

```lean
/-- For H2 with real symmetric `E` and `D`, where `E` does not mix gu with gg or uu and `D` only
connects gu with gg and uu, the zero/one-photon characteristic polynomial at zero photon energy is
the square of that of a single 3 by 3 block. -/
theorem h2_charpoly_zero_frequency (E D : Matrix (Fin 3) (Fin 3) ℝ) (g : ℝ)
    (hE : E.IsSymm) (hD : D.IsSymm) (hE01 : E 0 1 = 0) (hE12 : E 1 2 = 0)
    (hD00 : D 0 0 = 0) (hD11 : D 1 1 = 0) (hD22 : D 2 2 = 0) (hD02 : D 0 2 = 0) :
    (zeroOnePhoton E D g 0).charpoly = (h2Block E D g 0 0).charpoly ^ 2 := by
  rw [h2_charpoly E D g 0 hE hD hE01 hE12 hD00 hD11 hD22 hD02, sq]

end

end PauliFierzParity
```

Every root therefore has even multiplicity at `ω = 0`. Since `g` is an independent parameter, this includes nonzero coupling; with $|g|=\sqrt{\omega/2}$ the bilinear coupling would vanish there as well.

```lean
#print axioms PauliFierzParity.charpoly_eq_mul_parity_blocks
-- 'PauliFierzParity.charpoly_eq_mul_parity_blocks' depends on axioms: [propext, Classical.choice, Quot.sound]
#print axioms PauliFierzParity.pauliFierz_one_photon
-- 'PauliFierzParity.pauliFierz_one_photon' depends on axioms: [propext, Classical.choice, Quot.sound]
#print axioms PauliFierzParity.h2_charpoly_zero_frequency
-- 'PauliFierzParity.h2_charpoly_zero_frequency' depends on axioms: [propext, Classical.choice, Quot.sound]
```
